# A free particle bound to one heavy oscillator can have a negative reduced specific heat

A free particle of mass $M$ is joined by a spring to a second mass $m$. With the particle held fixed, this mass would be an oscillator of frequency $\omega$, the bare oscillator. The spring energy depends only on the distance between the two, so the pair as a whole still moves freely. To find what the particle adds to the thermodynamics of the oscillator, I divide the partition function of the pair by that of the bare oscillator and apply the usual thermodynamic formulas to the quotient. If the oscillator is heavy enough to raise the frequency of the relative motion tenfold, the specific heat obtained this way should be negative at temperatures around $\omega$ (with $\hbar=k_B=1$). Can this be derived rigorously, with a proof that a machine has checked?

## The specific heat as a difference of two positive ones

Yes, with the partition functions of the separated modes as the starting point. Let $x,p$ be the position and momentum of the particle and $q,P$ those of the oscillator mass. The Hamilton function is

$$H=\frac{p^2}{2M}+\frac{P^2}{2m}+\frac{m\omega^2}{2}(q-x)^2 .$$

With the reduced mass $\mu=Mm/(M+m)$ and the relative momentum $k=(MP-mp)/(M+m)$ it becomes

$$H=\frac{(p+P)^2}{2(M+m)}+\frac{k^2}{2\mu}+\frac{\mu\Omega^2}{2}(q-x)^2 .$$

Matching the spring terms requires $\mu\Omega^2=m\omega^2$, hence $\Omega=\omega\sqrt{1+m/M}$.

At inverse temperature $\beta$, an oscillator of frequency $a$ has the partition function

$$\sum_{n\ge 0}e^{-\beta a(n+1/2)}=\frac{e^{-\beta a/2}}{1-e^{-\beta a}}=\frac{1}{2\sinh(\beta a/2)} .$$

The centre of mass in a large box of length $L$ contributes $L\sqrt{(M+m)/(2\pi\beta)}$. Dividing by the bare oscillator gives

$$Z=L\sqrt{\frac{M+m}{2\pi\beta}}\;\frac{\sinh(\beta\omega/2)}{\sinh(\beta\Omega/2)} .$$

The energy is therefore

$$U=-\frac{d\ln Z}{d\beta}=\frac{1}{2\beta}+\frac{\Omega}{2}\coth\frac{\beta\Omega}{2}-\frac{\omega}{2}\coth\frac{\beta\omega}{2}.$$

Since $\frac{d}{d\beta}\frac a2\coth\frac{\beta a}{2}=-\frac{(a/2)^2}{\sinh^2(\beta a/2)}$, the specific heat is

$$C=-\beta^2\frac{dU}{d\beta}=\tfrac12+e(\beta\Omega)-e(\beta\omega),\qquad e(x)=\frac{(x/2)^2}{\sinh^2(x/2)} .$$

The pair has the positive specific heat $\frac12+e(\beta\Omega)$, and the bare oscillator has $e(\beta\omega)$. A negative $C$ means that the second exceeds the first; it does not signal an instability of the pair.

## A temperature range with negative values

The function $e$ decreases strictly for $x>0$. To see this, take $0<u<v$. The mean value theorem gives $c\in(0,u)$ and $d\in(u,v)$ with $\sinh u=u\cosh c$ and $\sinh v-\sinh u=(v-u)\cosh d$. Then

$$u\sinh v-v\sinh u=u(v-u)(\cosh d-\cosh c)>0,$$

so $\sinh(x)/x$ increases, and $e$ decreases.

From $\sinh^2(x/2)=(\cosh x-1)/2$ one gets $e(x)=x^2/(\exp x+\exp(-x)-2)$. Because $\exp 5>140$, we have $e(5)<25/138<\frac14$. Because $\exp 1<2.72$ and $\exp(-1)<0.4$, we have $e(1)>1/1.12>\frac34$.

Now let $m\ge 99M$, so that $\Omega\ge10\omega$, and let $\frac12\le\beta\omega\le1$. Then $\beta\Omega\ge5$, and

$$C\le\tfrac12+e(5)-e(1)<\tfrac12+\tfrac14-\tfrac34=0 .$$

For example, $m=99M$ and $\beta\omega=1$ give $\Omega=10\omega$. With $\cosh 1\approx1.54308$, $e(1)\approx1/1.08616\approx0.9207$; with $\exp 10\approx22026.5$, $e(10)\approx100/22024.5\approx0.0045$. Hence $C\approx0.5+0.0045-0.9207\approx-0.416$.

## What the Lean theorems say

`einstein` is $e$, `relFreq M m ω` is $\Omega$, and `reducedZ L M m ω` is $Z$ as a function of $\beta$. `energy` and `specificHeat` apply the two derivative formulas to any function of $\beta$.

`specificHeat_neg` states that $C<0$ for positive $L,M,\omega,\beta$ whenever $99M\le m$ and $\frac12\le\beta\omega\le1$. `einstein_ten_one` is the inequality $\frac12+e(10)-e(1)<0$. `specificHeat_bounds` adds $-\frac12<C<\frac12$ for all positive parameters.

The separation `normal_modes` is an identity between real numbers, that is, for the classical Hamilton function. The step from there to a product of quantum partition functions is built into the definition of `reducedZ`. `oscZ_hasSum` proves the Boltzmann sum, taking the levels $\omega(n+\frac12)$ as given. `freeZ` is the large-box expression, which neglects the discreteness of the levels in the box.

In quantum Brownian motion the same quotient appears when a bath is integrated out of the path integral for the partition function and the bath's own partition function is divided off; here the bath is a single harmonic oscillator.

```lean
import Mathlib

open Real

namespace NegativeSpecificHeat

noncomputable section

/-- The Einstein function: the specific heat of an oscillator at `x = βω`. -/
def einstein (x : ℝ) : ℝ := (x / 2) ^ 2 / sinh (x / 2) ^ 2

/-- Partition function of an oscillator of frequency `ω`, with `ħ = 1`. -/
def oscZ (ω β : ℝ) : ℝ := 1 / (2 * sinh (β * ω / 2))

/-- Partition function of a free particle of mass `M` in a large box of length `L`. -/
def freeZ (L M β : ℝ) : ℝ := L * √(M / (2 * π * β))

/-- Frequency of the relative motion of a particle `M` and an oscillator mass `m`. -/
def relFreq (M m ω : ℝ) : ℝ := ω * √(1 + m / M)

/-- Reduced partition function: centre-of-mass and relative factors of the coupled system,
divided by the partition function of the bare oscillator. -/
def reducedZ (L M m ω β : ℝ) : ℝ :=
  freeZ L (M + m) β * oscZ (relFreq M m ω) β / oscZ ω β

/-- Thermal energy `U = -d ln Z / dβ`. -/
def energy (Z : ℝ → ℝ) (β : ℝ) : ℝ := -deriv (fun b => log (Z b)) β

/-- Specific heat `C = dU/dT = -β² dU/dβ`, with `k_B = 1`. -/
def specificHeat (Z : ℝ → ℝ) (β : ℝ) : ℝ := -β ^ 2 * deriv (energy Z) β

/-- The Hamilton function of the coupled system splits into free centre-of-mass motion and
a relative oscillator with the reduced mass and the frequency `relFreq`. -/
theorem normal_modes {M m : ℝ} (hM : 0 < M) (hm : 0 < m) (ω x q p P : ℝ) :
    p ^ 2 / (2 * M) + P ^ 2 / (2 * m) + m * ω ^ 2 * (q - x) ^ 2 / 2 =
      (p + P) ^ 2 / (2 * (M + m))
      + ((M * P - m * p) / (M + m)) ^ 2 / (2 * (M * m / (M + m)))
      + (M * m / (M + m)) * relFreq M m ω ^ 2 * (q - x) ^ 2 / 2 := by
  have h : relFreq M m ω ^ 2 = ω ^ 2 * (1 + m / M) := by
    unfold relFreq
    rw [mul_pow, Real.sq_sqrt (by positivity)]
  have hs : M + m ≠ 0 := by positivity
  rw [h]
  field_simp
  ring

/-- The oscillator partition function is the Boltzmann sum over the levels `ω(n + 1/2)`. -/
theorem oscZ_hasSum {ω β : ℝ} (hω : 0 < ω) (hβ : 0 < β) :
    HasSum (fun n : ℕ => exp (-(β * (ω * (n + 1 / 2))))) (oscZ ω β) := by
  have hx : 0 < β * ω := mul_pos hβ hω
  have hr : exp (-(β * ω)) < 1 := Real.exp_lt_one_iff.2 (by linarith)
  have h := (hasSum_geometric_of_lt_one (exp_pos _).le hr).mul_left (exp (-(β * ω / 2)))
  have hfun : (fun n : ℕ => exp (-(β * (ω * (n + 1 / 2))))) =
      fun n : ℕ => exp (-(β * ω / 2)) * exp (-(β * ω)) ^ n := by
    funext n
    rw [← Real.exp_nat_mul, ← Real.exp_add]
    congr 1
    ring
  have h1 : exp (-(β * ω)) = exp (-(β * ω / 2)) * exp (-(β * ω / 2)) := by
    rw [← Real.exp_add]
    congr 1
    ring
  have h2 : exp (β * ω / 2) * exp (-(β * ω / 2)) = 1 := by
    rw [← Real.exp_add, add_neg_cancel, Real.exp_zero]
  have h3 : 1 - exp (-(β * ω)) = exp (-(β * ω / 2)) * (2 * sinh (β * ω / 2)) := by
    rw [h1, Real.sinh_eq]
    linear_combination -h2
  have hval : oscZ ω β = exp (-(β * ω / 2)) * (1 - exp (-(β * ω)))⁻¹ := by
    unfold oscZ
    rw [h3, mul_inv, ← mul_assoc, mul_inv_cancel₀ (Real.exp_ne_zero _), one_mul, one_div]
  rw [hfun, hval]
  exact h

/-- The Einstein function is strictly decreasing on the positive axis. -/
theorem einstein_strictAntiOn : StrictAntiOn einstein (Set.Ioi 0) := by
  -- the slope of sinh on (0, u) is smaller than its slope on (u, v)
  have key : ∀ u v : ℝ, 0 < u → u < v → v * sinh u < u * sinh v := by
    intro u v hu huv
    obtain ⟨c, hc, h1⟩ := exists_hasDerivAt_eq_slope sinh cosh hu
      Real.continuous_sinh.continuousOn (fun x _ => Real.hasDerivAt_sinh x)
    obtain ⟨d, hd, h2⟩ := exists_hasDerivAt_eq_slope sinh cosh huv
      Real.continuous_sinh.continuousOn (fun x _ => Real.hasDerivAt_sinh x)
    have hcd : cosh c < cosh d := by
      rw [Real.cosh_lt_cosh, abs_of_pos hc.1, abs_of_pos (hu.trans hd.1)]
      exact hc.2.trans hd.1
    rw [Real.sinh_zero, sub_zero, sub_zero, eq_div_iff hu.ne'] at h1
    rw [eq_div_iff (sub_pos.2 huv).ne'] at h2
    have h3 := mul_pos (mul_pos hu (sub_pos.2 huv)) (sub_pos.2 hcd)
    have h4 : u * sinh v - v * sinh u = u * (v - u) * (cosh d - cosh c) := by
      linear_combination (-u) * h2 + (v - u) * h1
    linarith
  intro x hx y hy hxy
  have hx' : 0 < x / 2 := half_pos hx
  have hy' : 0 < y / 2 := half_pos hy
  have sx := Real.sinh_pos_iff.2 hx'
  have sy := Real.sinh_pos_iff.2 hy'
  have h := pow_lt_pow_left₀ (key _ _ hx' (by linarith)) (mul_pos hy' sx).le two_ne_zero
  rw [mul_pow, mul_pow] at h
  unfold einstein
  rw [div_lt_div_iff₀ (pow_pos sy 2) (pow_pos sx 2)]
  exact h

lemma relFreq_gt {M m ω : ℝ} (hM : 0 < M) (hm : 0 < m) (hω : 0 < ω) :
    ω < relFreq M m ω := by
  have h : 1 < √(1 + m / M) := by
    rw [Real.lt_sqrt (by norm_num)]
    have := div_pos hm hM
    linarith
  unfold relFreq
  nlinarith

lemma hasDerivAt_arg (a b : ℝ) : HasDerivAt (fun t : ℝ => t * a / 2) (a / 2) b :=
  (((hasDerivAt_id' b).mul_const a).div_const 2).congr_deriv (by ring)

lemma hasDerivAt_log_sinh {a b : ℝ} (ha : 0 < a) (hb : 0 < b) :
    HasDerivAt (fun t => log (2 * sinh (t * a / 2)))
      (a / 2 * (cosh (b * a / 2) / sinh (b * a / 2))) b := by
  have hs : 0 < sinh (b * a / 2) := Real.sinh_pos_iff.2 (by positivity)
  exact (((hasDerivAt_arg a b).sinh.const_mul 2).log (by positivity)).congr_deriv (by ring)

lemma hasDerivAt_coth {a b : ℝ} (ha : 0 < a) (hb : 0 < b) :
    HasDerivAt (fun t => a / 2 * (cosh (t * a / 2) / sinh (t * a / 2)))
      (-(a / 2) ^ 2 / sinh (b * a / 2) ^ 2) b := by
  have hs : 0 < sinh (b * a / 2) := Real.sinh_pos_iff.2 (by positivity)
  have hc := Real.cosh_sq (b * a / 2)
  refine (((hasDerivAt_arg a b).cosh.fun_div (hasDerivAt_arg a b).sinh hs.ne').const_mul
    (a / 2)).congr_deriv ?_
  linear_combination (-(a / 2) ^ 2 / sinh (b * a / 2) ^ 2) * hc

lemma log_reducedZ {L M m ω b : ℝ} (hL : 0 < L) (hM : 0 < M) (hm : 0 < m) (hω : 0 < ω)
    (hb : 0 < b) : log (reducedZ L M m ω b) =
      (log L + (log (M + m) - log (2 * π)) / 2) - log b / 2
      - log (2 * sinh (b * relFreq M m ω / 2)) + log (2 * sinh (b * ω / 2)) := by
  have hΩ := hω.trans (relFreq_gt hM hm hω)
  have ho : ∀ a : ℝ, 0 < a → oscZ a b ≠ 0 := by
    intro a ha
    have : 0 < sinh (b * a / 2) := Real.sinh_pos_iff.2 (by positivity)
    unfold oscZ
    positivity
  have hl : ∀ a : ℝ, log (oscZ a b) = -log (2 * sinh (b * a / 2)) := by
    intro a
    rw [oscZ, one_div, Real.log_inv]
  have hpi : (2 * π) ≠ 0 := by positivity
  have hq : 0 < (M + m) / (2 * π * b) := by positivity
  have hf : freeZ L (M + m) b ≠ 0 := mul_ne_zero hL.ne' (Real.sqrt_pos.2 hq).ne'
  have hlf : log (freeZ L (M + m) b) =
      log L + (log (M + m) - (log (2 * π) + log b)) / 2 := by
    rw [freeZ, Real.log_mul hL.ne' (Real.sqrt_pos.2 hq).ne', Real.log_sqrt hq.le,
      Real.log_div (by positivity) (by positivity), Real.log_mul hpi hb.ne']
  rw [reducedZ, Real.log_div (mul_ne_zero hf (ho _ hΩ)) (ho _ hω),
    Real.log_mul hf (ho _ hΩ), hlf, hl, hl]
  ring

/-- The reduced thermal energy is the free-particle value `1/(2β)` plus the energy of the
relative oscillator minus that of the bare oscillator. -/
theorem energy_reducedZ {L M m ω β : ℝ} (hL : 0 < L) (hM : 0 < M) (hm : 0 < m)
    (hω : 0 < ω) (hβ : 0 < β) : energy (reducedZ L M m ω) β =
      β⁻¹ / 2 + relFreq M m ω / 2 *
        (cosh (β * relFreq M m ω / 2) / sinh (β * relFreq M m ω / 2))
      - ω / 2 * (cosh (β * ω / 2) / sinh (β * ω / 2)) := by
  have hΩ := hω.trans (relFreq_gt hM hm hω)
  have h0 := ((((Real.hasDerivAt_log hβ.ne').div_const 2).const_sub
    (log L + (log (M + m) - log (2 * π)) / 2)).fun_sub
    (hasDerivAt_log_sinh hΩ hβ)).fun_add (hasDerivAt_log_sinh hω hβ)
  have h1 := h0.congr_of_eventuallyEq (f₁ := fun b => log (reducedZ L M m ω b)) (by
    filter_upwards [Ioi_mem_nhds hβ] with b hb
    exact log_reducedZ hL hM hm hω hb)
  unfold energy
  rw [h1.deriv]
  ring

/-- The reduced specific heat is `1/2 + e(βΩ) - e(βω)`, where `e` is the Einstein function
and `Ω` the frequency of the relative motion. -/
theorem specificHeat_reducedZ {L M m ω β : ℝ} (hL : 0 < L) (hM : 0 < M) (hm : 0 < m)
    (hω : 0 < ω) (hβ : 0 < β) : specificHeat (reducedZ L M m ω) β =
      1 / 2 + einstein (β * relFreq M m ω) - einstein (β * ω) := by
  have hΩ := hω.trans (relFreq_gt hM hm hω)
  have h0 := (((hasDerivAt_inv hβ.ne').div_const 2).fun_add
    (hasDerivAt_coth hΩ hβ)).fun_sub (hasDerivAt_coth hω hβ)
  have h1 := h0.congr_of_eventuallyEq (f₁ := energy (reducedZ L M m ω)) (by
    filter_upwards [Ioi_mem_nhds hβ] with b hb
    exact energy_reducedZ hL hM hm hω hb)
  have hb : β ^ 2 * (β ^ 2)⁻¹ = 1 := mul_inv_cancel₀ (by positivity)
  unfold specificHeat einstein
  rw [h1.deriv]
  linear_combination (1 / 2) * hb

/-- The reduced specific heat always lies strictly between `-1/2` and `1/2`. -/
theorem specificHeat_bounds {L M m ω β : ℝ} (hL : 0 < L) (hM : 0 < M) (hm : 0 < m)
    (hω : 0 < ω) (hβ : 0 < β) : -(1 / 2) < specificHeat (reducedZ L M m ω) β ∧
      specificHeat (reducedZ L M m ω) β < 1 / 2 := by
  have hlt := relFreq_gt hM hm hω
  have hx : 0 < β * ω := mul_pos hβ hω
  have hX : 0 < β * relFreq M m ω := mul_pos hβ (hω.trans hlt)
  have h1 := einstein_strictAntiOn hx hX (mul_lt_mul_of_pos_left hlt hβ)
  have h2 : 0 < einstein (β * relFreq M m ω) :=
    div_pos (pow_pos (half_pos hX) 2) (pow_pos (Real.sinh_pos_iff.2 (half_pos hX)) 2)
  have h3 : einstein (β * ω) < 1 := by
    unfold einstein
    rw [div_lt_one (pow_pos (Real.sinh_pos_iff.2 (half_pos hx)) 2)]
    exact pow_lt_pow_left₀ (Real.self_lt_sinh_iff.2 (half_pos hx)) (half_pos hx).le two_ne_zero
  rw [specificHeat_reducedZ hL hM hm hω hβ]
  constructor <;> linarith

lemma sinh_half_sq (x : ℝ) : sinh (x / 2) ^ 2 = (cosh x - 1) / 2 := by
  have h := Real.cosh_two_mul (x / 2)
  rw [show 2 * (x / 2) = x by ring] at h
  have := Real.cosh_sq (x / 2)
  linarith

lemma einstein_five : einstein 5 < 1 / 4 := by
  have hp : 0 < sinh ((5 : ℝ) / 2) ^ 2 := pow_pos (Real.sinh_pos_iff.2 (by norm_num)) 2
  have h5 : exp 5 = exp 1 ^ 5 := by
    rw [← Real.exp_nat_mul]
    norm_num
  have h1 : (2.7 : ℝ) < exp 1 := by linarith [Real.exp_one_gt_d9]
  have h2 := pow_lt_pow_left₀ h1 (by norm_num) (by norm_num : (5 : ℕ) ≠ 0)
  have h3 : (140 : ℝ) < exp 5 := by
    rw [h5]
    exact lt_trans (by norm_num) h2
  unfold einstein
  rw [div_lt_iff₀ hp, sinh_half_sq, Real.cosh_eq]
  linarith [Real.exp_pos (-5)]

lemma einstein_one : 3 / 4 < einstein 1 := by
  have hp : 0 < sinh ((1 : ℝ) / 2) ^ 2 := pow_pos (Real.sinh_pos_iff.2 (by norm_num)) 2
  have h1 : (2.7 : ℝ) < exp 1 := by linarith [Real.exp_one_gt_d9]
  have h2 : exp (-1) * exp 1 = 1 := by
    rw [← Real.exp_add, neg_add_cancel, Real.exp_zero]
  have h3 : exp (-1) < 2 / 5 := by
    by_contra h
    nlinarith [not_lt.1 h]
  unfold einstein
  rw [lt_div_iff₀ hp, sinh_half_sq, Real.cosh_eq]
  linarith [Real.exp_one_lt_d9]

/-- The combination `1/2 + e(10) - e(1)` of Einstein functions is negative. -/
theorem einstein_ten_one : 1 / 2 + einstein 10 - einstein 1 < 0 := by
  have h : einstein 10 < einstein 5 :=
    einstein_strictAntiOn (by norm_num : (0 : ℝ) < 5) (by norm_num : (0 : ℝ) < 10) (by norm_num)
  linarith [einstein_five, einstein_one]

/-- If the oscillator is at least 99 times as heavy as the free particle, the reduced
specific heat is negative at every temperature with `1/2 ≤ βω ≤ 1`. -/
theorem specificHeat_neg {L M m ω β : ℝ} (hL : 0 < L) (hM : 0 < M) (hmM : 99 * M ≤ m)
    (hω : 0 < ω) (hβ : 0 < β) (hlow : 1 / 2 ≤ β * ω) (hhigh : β * ω ≤ 1) :
    specificHeat (reducedZ L M m ω) β < 0 := by
  have hm : 0 < m := by linarith
  -- the coupling raises the frequency at least tenfold
  have hs : 10 ≤ √(1 + m / M) := by
    apply Real.le_sqrt_of_sq_le
    have := (le_div_iff₀ hM).2 hmM
    linarith
  have hX : 5 ≤ β * relFreq M m ω := by
    unfold relFreq
    nlinarith
  have h1 : einstein (β * relFreq M m ω) ≤ einstein 5 :=
    einstein_strictAntiOn.antitoneOn (by norm_num : (0 : ℝ) < 5)
      (by linarith : 0 < β * relFreq M m ω) hX
  have h2 : einstein 1 ≤ einstein (β * ω) :=
    einstein_strictAntiOn.antitoneOn (mul_pos hβ hω) (by norm_num : (0 : ℝ) < 1) hhigh
  rw [specificHeat_reducedZ hL hM hm hω hβ]
  linarith [einstein_five, einstein_one]

end

end NegativeSpecificHeat
```

```lean
#print axioms NegativeSpecificHeat.oscZ_hasSum
#print axioms NegativeSpecificHeat.specificHeat_bounds
#print axioms NegativeSpecificHeat.einstein_ten_one
#print axioms NegativeSpecificHeat.specificHeat_neg
```

```
'NegativeSpecificHeat.oscZ_hasSum' depends on axioms: [propext, Classical.choice, Quot.sound]
'NegativeSpecificHeat.specificHeat_bounds' depends on axioms: [propext, Classical.choice, Quot.sound]
'NegativeSpecificHeat.einstein_ten_one' depends on axioms: [propext, Classical.choice, Quot.sound]
'NegativeSpecificHeat.specificHeat_neg' depends on axioms: [propext, Classical.choice, Quot.sound]
```

## How the proof follows the calculation

`log_reducedZ` expands $\ln Z$ into a constant, $-\frac12\ln\beta$ and two logarithms of $\sinh$. `hasDerivAt_log_sinh` differentiates these logarithms, which yields `energy_reducedZ`. `hasDerivAt_coth` supplies the second derivative, using $\cosh^2=\sinh^2+1$, and leads to `specificHeat_reducedZ`. The expansions hold only for positive $\beta$, so both theorems transfer the derivative through `congr_of_eventuallyEq`, which needs agreement only near the point.

In `einstein_strictAntiOn`, the two calls of `exists_hasDerivAt_eq_slope` produce $c$ and $d$, and `linear_combination` assembles the displayed identity. Squaring and cross-multiplying turn it into the statement about $e$.

`sinh_half_sq` is the half-angle formula behind `einstein_five` and `einstein_one`, which start from Mathlib's decimal bounds on $\exp 1$. `specificHeat_neg` first shows $\sqrt{1+m/M}\ge10$, then $\beta\Omega\ge5$, and compares with $e(5)$ and $e(1)$ by monotonicity.

For `specificHeat_bounds`, `relFreq_gt` gives $\Omega>\omega$, so $e(\beta\Omega)<e(\beta\omega)$ and $C<\frac12$. The lower bound follows from $e(\beta\Omega)>0$ and $e(\beta\omega)<1$, the latter because $\sinh y>y$ for $y>0$.
